# The radial Poisson problem of an exponential hole has exactly one regular, decaying solution

## Is $(1-(1+ar/2)e^{-ar})/r$ really the potential of the hole?

Substituting a candidate potential $v(r)$ into the radial Poisson equation cannot detect a stray point charge $k/r$ or an offset $c$, since $(r\,(k/r+c))''=0$, and either one would shift an exchange energy computed from $v$. I use the Becke-Roussel hole shape $h(r)=a^3e^{-ar}/(8\pi)$, with decay constant $a>0$ and distance $r$ from the hole's centre, and the formula $p(r)=(1-(1+ar/2)e^{-ar})/r$. It should satisfy $(rp)''=-(a^3r/2)e^{-ar}$, tend to $a/2$ at the centre and behave as $1/r$ far away. Can I see this proved rigorously and machine-checked, including that nothing else solves the problem?

## Yes, among radial functions that are finite at the centre and vanish at infinity

In atomic units $\nabla^2v=-4\pi h$, which for radial $v$ reads $(rv)''=-4\pi r h$. Put $u(r)=1-(1+ar/2)e^{-ar}$, so that $rp=u$ for $r>0$. The product rule gives

$$u'=-\tfrac a2e^{-ar}+a\left(1+\tfrac{ar}2\right)e^{-ar}=\tfrac a2(1+ar)e^{-ar},$$

$$u''=\tfrac a2\,[a-a(1+ar)]\,e^{-ar}=-\tfrac{a^3r}2e^{-ar}=-4\pi r h.$$

For the field, $p'=(ru'-u)/r^2=-Q/r^2$ with $Q=u-ru'=1-(1+ar+a^2r^2/2)e^{-ar}$, and $Q'=u'-u'-ru''=4\pi r^2h$, the differential form of Gauss's law. Since $u(0)=0$, $p(r)=(u(r)-u(0))/r\to u'(0)=a/2$ as $r\to0^+$. For $a>0$ both $e^{-ar}$ and $ar\,e^{-ar}$ vanish at infinity, so $rp\to1$ and $p=(rp)\cdot r^{-1}\to0$.

Now let $v$ be any solution, with a finite limit $L$ at $0^+$ and limit $0$ at infinity. Then $(rv-u)''=0$ on $(0,\infty)$, so $(rv-u)'$ is a constant $c$ and $rv-u-cr$ is a constant $k$. As $r\to0^+$ this expression tends to $0\cdot L-u(0)-0=0$, hence $k=0$ and $v-p=c$. At infinity $v-p\to0$, hence $c=0$.

```lean
import Mathlib

open Real Filter Topology

namespace ExponentialHolePoisson

noncomputable section

/-- The exponential hole density `a³ exp(-a r) / (8π)` at distance `r` from its centre. -/
def hole (a r : ℝ) : ℝ := a ^ 3 * exp (-a * r) / (8 * π)

/-- The reduced potential `u(r) = 1 - (1 + a r / 2) exp(-a r)`. -/
def reduced (a r : ℝ) : ℝ := 1 - (1 + a * r / 2) * exp (-a * r)

/-- The function `(a / 2) (1 + a r) exp(-a r)`. -/
def reducedSlope (a r : ℝ) : ℝ := a / 2 * ((1 + a * r) * exp (-a * r))

/-- The hole potential `p(r) = (1 - (1 + a r / 2) exp(-a r)) / r`. -/
def potential (a r : ℝ) : ℝ := reduced a r / r

/-- The function `Q(r) = 1 - (1 + a r + (a r)² / 2) exp(-a r)`. -/
def enclosed (a r : ℝ) : ℝ := 1 - (1 + a * r + (a * r) ^ 2 / 2) * exp (-a * r)

/-- The radial Poisson problem of the hole: `(r v)'' = -4π r h(r)` for `r > 0`,
with `v` having a finite limit at the origin and vanishing at infinity. -/
def SolvesPoisson (a : ℝ) (v : ℝ → ℝ) : Prop :=
  (∃ w : ℝ → ℝ, (∀ r, 0 < r → HasDerivAt (fun s => s * v s) (w r) r) ∧
    ∀ r, 0 < r → HasDerivAt w (-(4 * π * r * hole a r)) r) ∧
  (∃ L, Tendsto v (𝓝[>] 0) (𝓝 L)) ∧ Tendsto v atTop (𝓝 0)

/-- A radial function with zero derivative for all `r > 0` equals its value at `r = 1`. -/
theorem const_of_deriv_zero (f : ℝ → ℝ) (h : ∀ r, 0 < r → HasDerivAt f 0 r) :
    ∀ r, 0 < r → f r = f 1 := by
  have key : ∀ x y, 0 < x → x < y → f x = f y := by
    intro x y hx hxy
    obtain ⟨c, _, hc⟩ := exists_hasDerivAt_eq_slope f (fun _ => 0) hxy
      (fun s hs => (h s (lt_of_lt_of_le hx hs.1)).continuousAt.continuousWithinAt)
      (fun s hs => h s (lt_trans hx hs.1))
    have hne : y - x ≠ 0 := (sub_pos.mpr hxy).ne'
    rcases div_eq_zero_iff.mp hc.symm with h0 | h0
    · linarith
    · exact absurd h0 hne
  intro r hr
  rcases lt_trichotomy r 1 with h1 | h1 | h1
  · exact key r 1 hr h1
  · rw [h1]
  · exact (key 1 r one_pos h1).symm

/-- The reduced potential has `u' = (a/2)(1 + a r) exp(-a r)` and `u'' = -4π r h(r)`. -/
theorem reduced_derivs (a r : ℝ) :
    HasDerivAt (reduced a) (reducedSlope a r) r ∧
    HasDerivAt (reducedSlope a) (-(4 * π * r * hole a r)) r := by
  have he : HasDerivAt (fun s => exp (-a * s)) (exp (-a * r) * (-a * 1)) r :=
    ((hasDerivAt_id' r).const_mul (-a)).exp
  have hl : HasDerivAt (fun s => a * s) (a * 1) r := (hasDerivAt_id' r).const_mul a
  have h1 : HasDerivAt (fun s => 1 + a * s / 2) (a * 1 / 2) r := (hl.div_const 2).const_add 1
  have h2 : HasDerivAt (fun s => 1 + a * s) (a * 1) r := hl.const_add 1
  have hs : 4 * π * r * hole a r = a ^ 3 * r / 2 * exp (-a * r) := by
    have := Real.pi_ne_zero
    unfold hole
    field_simp
    ring
  constructor
  · have h := (h1.fun_mul he).const_sub 1
    exact h.congr_deriv (by unfold reducedSlope; ring)
  · have h := (h2.fun_mul he).const_mul (a / 2)
    exact h.congr_deriv (by rw [hs]; ring)

/-- Away from the origin `r p(r) = u(r)`. -/
theorem mul_potential (a : ℝ) {r : ℝ} (hr : r ≠ 0) : r * potential a r = reduced a r := by
  unfold potential
  field_simp

/-- For `r > 0`, `(r p)' = (a/2)(1 + a r) exp(-a r)`. -/
theorem hasDerivAt_mul_potential (a : ℝ) {r : ℝ} (hr : 0 < r) :
    HasDerivAt (fun s => s * potential a s) (reducedSlope a r) r := by
  refine (reduced_derivs a r).1.congr_of_eventuallyEq ?_
  filter_upwards [Ioi_mem_nhds hr] with s hs
  exact mul_potential a (Set.mem_Ioi.mp hs).ne'

/-- Radial Poisson equation: for `r > 0`, `(r p)'' = -(a³ r / 2) exp(-a r)`, and this
equals `-4π r h(r)`. -/
theorem radial_poisson (a : ℝ) {r : ℝ} (hr : 0 < r) :
    HasDerivAt (deriv fun s => s * potential a s) (-(a ^ 3 * r / 2) * exp (-a * r)) r ∧
    -(a ^ 3 * r / 2) * exp (-a * r) = -(4 * π * r * hole a r) := by
  have hs : -(a ^ 3 * r / 2) * exp (-a * r) = -(4 * π * r * hole a r) := by
    have := Real.pi_ne_zero
    unfold hole
    field_simp
    ring
  refine ⟨?_, hs⟩
  rw [hs]
  refine (reduced_derivs a r).2.congr_of_eventuallyEq ?_
  filter_upwards [Ioi_mem_nhds hr] with s hs'
  exact (hasDerivAt_mul_potential a (Set.mem_Ioi.mp hs')).deriv

/-- Gauss's law in radial differential form: for `r > 0`, `p' = -Q / r²` and
`Q' = 4π r² h(r)`. -/
theorem gauss_law (a : ℝ) {r : ℝ} (hr : 0 < r) :
    HasDerivAt (potential a) (-enclosed a r / r ^ 2) r ∧
    HasDerivAt (enclosed a) (4 * π * r ^ 2 * hole a r) r := by
  obtain ⟨h1, h2⟩ := reduced_derivs a r
  constructor
  · have h := h1.fun_div (hasDerivAt_id' r) hr.ne'
    exact h.congr_deriv (by unfold enclosed reduced reducedSlope; ring)
  · -- `Q = u - r u'`
    have hQ : enclosed a = fun s => reduced a s - s * reducedSlope a s := by
      funext s
      unfold enclosed reduced reducedSlope
      ring
    rw [hQ]
    have h := h1.fun_sub ((hasDerivAt_id' r).fun_mul h2)
    exact h.congr_deriv (by ring)

/-- The potential tends to `a / 2` as `r → 0⁺`. -/
theorem tendsto_potential_zero (a : ℝ) : Tendsto (potential a) (𝓝[>] 0) (𝓝 (a / 2)) := by
  -- `p` is the difference quotient of `u` at the origin
  have h := (reduced_derivs a 0).1.tendsto_slope_zero_right
  have h0 : reduced a 0 = 0 := by simp [reduced]
  have h1 : reducedSlope a 0 = a / 2 := by simp [reducedSlope]
  rw [h1] at h
  refine h.congr fun t => ?_
  simp only [zero_add, h0, sub_zero, smul_eq_mul, potential, div_eq_inv_mul]

/-- For `a > 0`, `r p(r) → 1` as `r → ∞`. -/
theorem tendsto_mul_potential_atTop {a : ℝ} (ha : 0 < a) :
    Tendsto (fun r => r * potential a r) atTop (𝓝 1) := by
  have hl : Tendsto (fun r : ℝ => a * r) atTop atTop := tendsto_id.const_mul_atTop ha
  have h0 : Tendsto (fun r => exp (-(a * r))) atTop (𝓝 0) :=
    Real.tendsto_exp_neg_atTop_nhds_zero.comp hl
  have h1 : Tendsto (fun r => (a * r) ^ 1 * exp (-(a * r))) atTop (𝓝 0) :=
    (Real.tendsto_pow_mul_exp_neg_atTop_nhds_zero 1).comp hl
  have h := (h0.add (h1.div_const 2)).const_sub 1
  rw [show (1 : ℝ) - (0 + 0 / 2) = 1 by norm_num] at h
  refine h.congr' ?_
  filter_upwards [eventually_gt_atTop 0] with r hr
  rw [mul_potential a hr.ne']
  simp only [reduced, neg_mul]
  ring

/-- For `a > 0` the potential `p` solves the radial Poisson problem of the hole. -/
theorem potential_solves {a : ℝ} (ha : 0 < a) : SolvesPoisson a (potential a) := by
  refine ⟨⟨reducedSlope a, fun r hr => hasDerivAt_mul_potential a hr,
    fun r _ => (reduced_derivs a r).2⟩, ⟨a / 2, tendsto_potential_zero a⟩, ?_⟩
  have h := (tendsto_mul_potential_atTop ha).mul tendsto_inv_atTop_zero
  rw [mul_zero] at h
  refine h.congr' ?_
  filter_upwards [eventually_gt_atTop 0] with r hr
  have := hr.ne'
  field_simp

/-- For `a > 0` every solution of the radial Poisson problem of the hole equals `p` at
all `r > 0`. -/
theorem potential_unique {a : ℝ} (ha : 0 < a) (v : ℝ → ℝ) (hv : SolvesPoisson a v) :
    ∀ r, 0 < r → v r = potential a r := by
  obtain ⟨⟨w, hw1, hw2⟩, ⟨L, hL⟩, hinf⟩ := hv
  -- `(r v - u)'` is a constant `c`
  obtain ⟨c, hc⟩ : ∃ c, ∀ r, 0 < r → w r - reducedSlope a r = c :=
    ⟨_, const_of_deriv_zero (fun s => w s - reducedSlope a s) fun r hr =>
      ((hw2 r hr).fun_sub (reduced_derivs a r).2).congr_deriv (sub_self _)⟩
  -- hence `r v - u = k + c r`
  obtain ⟨k, hk⟩ : ∃ k, ∀ r, 0 < r → r * v r - reduced a r - c * r = k :=
    ⟨_, const_of_deriv_zero (fun s => s * v s - reduced a s - c * s) fun r hr =>
      (((hw1 r hr).fun_sub (reduced_derivs a r).1).fun_sub
        ((hasDerivAt_id' r).const_mul c)).congr_deriv (by rw [hc r hr]; ring)⟩
  -- finiteness at the origin gives `k = 0`
  have hid : Tendsto (fun s : ℝ => s) (𝓝[>] 0) (𝓝 0) :=
    tendsto_id.mono_left nhdsWithin_le_nhds
  have hu : Tendsto (reduced a) (𝓝[>] 0) (𝓝 (reduced a 0)) :=
    (reduced_derivs a 0).1.continuousAt.tendsto.mono_left nhdsWithin_le_nhds
  have hk1 : Tendsto (fun s => s * v s - reduced a s - c * s) (𝓝[>] 0) (𝓝 k) := by
    refine tendsto_const_nhds.congr' ?_
    filter_upwards [self_mem_nhdsWithin] with s hs
    exact (hk s hs).symm
  have hk0 : k = 0 := by
    have h := tendsto_nhds_unique hk1 (((hid.mul hL).sub hu).sub (hid.const_mul c))
    simpa [reduced] using h
  have hvc : ∀ r, 0 < r → v r - potential a r = c := by
    intro r hr
    have h := hk r hr
    rw [hk0, ← mul_potential a hr.ne'] at h
    apply mul_left_cancel₀ hr.ne'
    linarith
  -- decay at infinity gives `c = 0`
  have hc1 : Tendsto (fun s => v s - potential a s) atTop (𝓝 c) := by
    refine tendsto_const_nhds.congr' ?_
    filter_upwards [eventually_gt_atTop 0] with s hs
    exact (hvc s hs).symm
  have hc0 := tendsto_nhds_unique hc1 (hinf.sub (potential_solves ha).2.2)
  intro r hr
  linarith [hvc r hr]

end

end ExponentialHolePoisson
```

```lean
#print axioms ExponentialHolePoisson.radial_poisson
#print axioms ExponentialHolePoisson.gauss_law
#print axioms ExponentialHolePoisson.potential_unique
```

```
'ExponentialHolePoisson.radial_poisson' depends on axioms: [propext, Classical.choice, Quot.sound]
'ExponentialHolePoisson.gauss_law' depends on axioms: [propext, Classical.choice, Quot.sound]
'ExponentialHolePoisson.potential_unique' depends on axioms: [propext, Classical.choice, Quot.sound]
```

### From the Lean names to the physics

`hole`, `reduced`, `reducedSlope`, `potential` and `enclosed` are $h$, $u$, $u'$, $p$ and $Q$ as real functions of `a` and `r`. The hole is counted as a positive density, so $p$ is the potential with that sign. `HasDerivAt f d r` says that `f` is differentiable at `r` with derivative `d`. The filter `𝓝[>] 0` is the approach $r\to0^+$; Lean's division makes `potential a 0` equal to $0$, a point that this one-sided limit never evaluates.

`radial_poisson`, `gauss_law` and `tendsto_potential_zero` hold for every real `a`, the first two at each $r>0$. The hypothesis `0 < a`, a hole that decays, enters `tendsto_mul_potential_atTop`, `potential_solves` and `potential_unique`. `SolvesPoisson a v` asks for a function `w` that is the derivative of $rv$ on $(0,\infty)$ and itself has derivative $-4\pi rh$. Its finite limit at $0^+$ excludes a point charge at the centre, and its decay puts the zero of potential at infinity. The last two theorems say that $p$ solves this problem and that every solution equals $p$ at all $r>0$.

The radial equation is the definition of the problem and is not derived from the three-dimensional Laplacian, so uniqueness is among radial functions. The file contains no integral, so the reading of $1/(8\pi)$ as the normalisation $\int h\,d^3r=1$, of $Q$ as enclosed charge and of $p$ as a Coulomb integral, like the numerical advice below, is interpretation and not theorem; unit charge appears formally as $rp\to1$.

### How the lemmas follow the calculus

`reduced_derivs` assembles $u'$ and $u''$ from the derivative of the exponential with the product rule `fun_mul`, and `ring` collects the terms as above. `mul_potential` gives $rp=u$ for $r\ne0$; `hasDerivAt_mul_potential` and `radial_poisson` move the derivatives from $u$ to $rp$ with `congr_of_eventuallyEq`, using agreement on a neighbourhood of $r$. `gauss_law` applies the quotient rule and rewrites $Q$ as $u-ru'$. The limit at the centre is `tendsto_slope_zero_right`, the difference quotient of $u$, and the tail composes Mathlib's limits of $e^{-x}$ and $xe^{-x}$ with $x=ar$. `const_of_deriv_zero` is the mean value theorem: between two positive points the slope equals a derivative, which is zero. `potential_unique` uses it twice, for `c` and then `k`.

### One limit computed twice

The constants are fixed by `tendsto_nhds_unique`: a real function cannot have two different limits along the same nontrivial filter. In `hk1` the function $rv-u-cr$ equals `k` for all $r>0$, so `tendsto_const_nhds.congr'` gives it the limit `k` along `𝓝[>] 0`. The limit laws give it also the limit $0\cdot L-u(0)-c\cdot0$, and equating the two yields `hk0`. Nontrivial means that positive numbers arbitrarily close to $0$ exist, a fact that Lean finds by instance search. `hc1` and `hc0` repeat the argument along `atTop`.

### Evaluating $p$ on a grid

In the Becke-Roussel model the exponential is centred at a distance $b$ from the reference electron, and the exchange-hole potential there is $-p(b)$; the theorems concern one such hole at fixed $a$ and leave aside how $a$ and $b$ follow from the density and the hole's curvature. With $x=ab$ this potential is $-(1-e^{-x}-xe^{-x}/2)/b$. For small $x$ the subtraction $1-e^{-x}$ loses digits, so it is better computed with the function expm1, and $a/2$ is the value to which $p(b)$ should tend as $b\to0^+$ at fixed $a$.
